# Squared speed near a reaction path: in an orthonormal frame, curvature scales the motion along the path by 1 − Σᵢ kᵢqᵢ

## Path, transverse modes and displaced point

Let E be a real inner product space, read as the space of mass-weighted nuclear configurations, in which half the squared speed is the kinetic energy. A reaction path is a curve r(s) in E with arc length s. At each s it carries finitely many transverse mode vectors Nᵢ(s), labelled by i in a finite set `ι`. A prime on r, Nᵢ or the tangent T means d/ds. A prime on s, on the displacements qᵢ or on the moving point x means d/dt.

```lean
import Mathlib

open scoped InnerProductSpace

namespace ReactionPathKinetic

noncomputable section

variable {E ι : Type*} [NormedAddCommGroup E] [InnerProductSpace ℝ E] [Fintype ι]
```

The moving point has position s along the path and displacement qᵢ along mode i:

x = r(s) + Σᵢ qᵢ Nᵢ(s).

```lean
/-- The configuration reached from the path point `r s` by displacements `q i` along the
transverse mode vectors `N i s`. -/
def pathPoint (r : ℝ → E) (N : ι → ℝ → E) (s : ℝ) (q : ι → ℝ) : E :=
  r s + ∑ i, q i • N i s
```

At the current point the path has tangent e = r'(s), and the frame turns according to

Nᵢ' = −kᵢ e + Σⱼ Bᵢⱼ Nⱼ.

The number kᵢ is the curvature of the path towards mode i, and Bᵢⱼ describes how the modes rotate into one another as s advances. This equation is assumed. It holds whenever the tangent and the modes together form a differentiable orthonormal frame that spans E; with fewer modes, it requires that Nᵢ' has no component outside the span of the frame.

The resulting kinetic energy is that of the reaction path Hamiltonian, in which path curvature couples progress along the reaction to transverse vibration. The treatment here is classical and contains neither a potential nor overall rotation of the molecule. Nothing requires r to be a steepest-descent path.

## Velocity along the frame

The chain rule for r(s(t)) and the product rule for each qᵢNᵢ give

x' = s' e + Σᵢ qᵢ' Nᵢ + s' Σᵢ qᵢ (−kᵢ e + Σⱼ Bᵢⱼ Nⱼ).

The terms along e add up to (1 − Σᵢ kᵢqᵢ) s'. In the double sum, exchanging the names i and j gives

Σᵢ Σⱼ qᵢ Bᵢⱼ Nⱼ = Σᵢ (Σⱼ qⱼ Bⱼᵢ) Nᵢ,

and therefore

x' = (1 − Σᵢ kᵢqᵢ) s' e + Σᵢ (qᵢ' + s' Σⱼ qⱼ Bⱼᵢ) Nᵢ.

```lean
/-- Velocity in path coordinates: if the path has tangent `e` and the modes turn with curvatures
`k i` and mutual couplings `B i j`, the velocity splits into a part along `e` and parts along
the modes. -/
theorem hasDerivAt_pathPoint {r : ℝ → E} {N : ι → ℝ → E} {e : E} {k : ι → ℝ}
    {B : ι → ι → ℝ} {s : ℝ → ℝ} {q : ι → ℝ → ℝ} {s' t : ℝ} {q' : ι → ℝ}
    (hr : HasDerivAt r e (s t))
    (hN : ∀ i, HasDerivAt (N i) (-(k i) • e + ∑ j, B i j • N j (s t)) (s t))
    (hs : HasDerivAt s s' t) (hq : ∀ i, HasDerivAt (q i) (q' i) t) :
    HasDerivAt (fun τ => pathPoint r N (s τ) (fun i => q i τ))
      (((1 - ∑ i, k i * q i t) * s') • e
        + ∑ i, (q' i + s' * ∑ j, q j t * B j i) • N i (s t)) t := by
  -- chain rule along the path, product rule for each mode
  have h0 : HasDerivAt (fun τ => r (s τ)) (s' • e) t := hr.scomp t hs
  have h1 : ∀ i, HasDerivAt (fun τ => q i τ • N i (s τ))
      (q i t • (s' • (-(k i) • e + ∑ j, B i j • N j (s t))) + q' i • N i (s t)) t :=
    fun i => (hq i).smul ((hN i).scomp t hs)
  have h2 : HasDerivAt (fun τ => ∑ i, q i τ • N i (s τ))
      (∑ i, (q i t • (s' • (-(k i) • e + ∑ j, B i j • N j (s t))) + q' i • N i (s t))) t :=
    HasDerivAt.fun_sum (fun i _ => h1 i)
  have h3 : HasDerivAt (fun τ => pathPoint r N (s τ) (fun i => q i τ)) _ t := h0.add h2
  refine h3.congr_deriv ?_
  -- collect the components along the tangent and along each mode
  have hB : ∑ i, q i t • (s' • ∑ j, B i j • N j (s t))
      = ∑ i, (s' * ∑ j, q j t * B j i) • N i (s t) := by
    simp_rw [Finset.smul_sum, Finset.mul_sum, Finset.sum_smul]
    rw [Finset.sum_comm]
    refine Finset.sum_congr rfl fun i _ => Finset.sum_congr rfl fun j _ => ?_
    module
  have hk : ∑ i, q i t • (s' • (-(k i) • e)) = (-((∑ i, k i * q i t) * s')) • e := by
    rw [Finset.sum_mul, ← Finset.sum_neg_distrib, Finset.sum_smul]
    refine Finset.sum_congr rfl fun i _ => ?_
    module
  simp only [smul_add, add_smul, Finset.sum_add_distrib]
  rw [hB, hk]
  module
```

In Lean, `s` and `q i` are functions of time, while `s'` and `q' i` are the values of their derivatives at the instant `t`. Each `HasDerivAt` hypothesis concerns a single point, so `k` and `B` are plain numbers: the curvatures and couplings at `s t`. The steps `h0` and `h1` are the chain and product rules, `hB` exchanges the two summations, and `hk` collects the tangential part. Orthonormality has not been used yet.

## Squared length in an orthonormal frame

Let e be a unit vector orthogonal to the orthonormal vectors nᵢ. Expanding the square gives

|a e + Σᵢ bᵢnᵢ|² = a²|e|² + 2a Σᵢ bᵢ⟨e, nᵢ⟩ + Σᵢ Σⱼ bᵢbⱼ⟨nᵢ, nⱼ⟩ = a² + Σᵢ bᵢ².

```lean
/-- In an orthonormal frame made of a tangent and transverse modes, the squared length of a
vector is the sum of its squared components. -/
theorem norm_sq_frame {e : E} {n : ι → E} (he : ‖e‖ = 1) (hn : Orthonormal ℝ n)
    (hen : ∀ i, ⟪e, n i⟫_ℝ = 0) (a : ℝ) (b : ι → ℝ) :
    ‖a • e + ∑ i, b i • n i‖ ^ 2 = a ^ 2 + ∑ i, b i ^ 2 := by
  have h1 : ⟪a • e, ∑ i, b i • n i⟫_ℝ = 0 := by
    rw [inner_sum]
    refine Finset.sum_eq_zero fun i _ => ?_
    rw [real_inner_smul_left, real_inner_smul_right, hen i]
    ring
  have h2 : ‖∑ i, b i • n i‖ ^ 2 = ∑ i, b i ^ 2 := by
    rw [← real_inner_self_eq_norm_sq, hn.inner_sum]
    simp [pow_two]
  have h3 : ‖a • e‖ ^ 2 = a ^ 2 := by
    rw [norm_smul, he, mul_one, Real.norm_eq_abs, sq_abs]
  rw [norm_add_sq_real, h1, h2, h3]
  ring
```

The three auxiliary facts are the three terms of the expansion: `h1` removes the cross term, `h2` evaluates the transverse part and `h3` the tangential part.

Inserting the velocity components for a and bᵢ gives the squared speed:

|x'|² = (1 − Σᵢ kᵢqᵢ)² s'² + Σᵢ (qᵢ' + s' Σⱼ qⱼ Bⱼᵢ)².

```lean
/-- Squared speed near a reaction path with any finite number of transverse modes: if the frame is
orthonormal at the current point and the modes turn there with curvatures `k i` and couplings
`B i j`, curvature rescales the motion along the path, and the couplings add
`s' * ∑ j, q j t * B j i` to the velocity component along mode `i`. -/
theorem squared_speed {r : ℝ → E} {N : ι → ℝ → E} {e : E} {k : ι → ℝ}
    {B : ι → ι → ℝ} {s : ℝ → ℝ} {q : ι → ℝ → ℝ} {s' t : ℝ} {q' : ι → ℝ}
    (hr : HasDerivAt r e (s t))
    (hN : ∀ i, HasDerivAt (N i) (-(k i) • e + ∑ j, B i j • N j (s t)) (s t))
    (hs : HasDerivAt s s' t) (hq : ∀ i, HasDerivAt (q i) (q' i) t)
    (he : ‖e‖ = 1) (hn : Orthonormal ℝ (fun i => N i (s t)))
    (hen : ∀ i, ⟪e, N i (s t)⟫_ℝ = 0) :
    ‖deriv (fun τ => pathPoint r N (s τ) (fun i => q i τ)) t‖ ^ 2
      = (1 - ∑ i, k i * q i t) ^ 2 * s' ^ 2
        + ∑ i, (q' i + s' * ∑ j, q j t * B j i) ^ 2 := by
  rw [(hasDerivAt_pathPoint hr hN hs hq).deriv, norm_sq_frame he hn hen, mul_pow]
```

The hypotheses `he`, `hn` and `hen` state that the tangent and the modes are orthonormal at the current point. Antisymmetry of B is not required. For a frame that is orthonormal all along the path, differentiating ⟨Nᵢ, Nⱼ⟩ gives Bⱼᵢ = −Bᵢⱼ, and the mode term takes the form qᵢ' − s' Σⱼ Bᵢⱼqⱼ.

## The turning tangent and normal in the plane

The plane is represented by ℂ, where i now denotes the imaginary unit, and the normal is N = iT, the tangent turned anticlockwise by a right angle. Positive k therefore means that the path bends to the left, and positive q points to that side.

Write T = a + ib and T' = c + id with real a, b, c, d. Since |T|² = 1 at every s, its derivative vanishes:

a² + b² = 1 and ac + bd = 0.

Put k = ad − bc. Since iT = −b + ia, the components of k iT are

−b(ad − bc) = −a(bd) + b²c = a²c + b²c = c,

a(ad − bc) = a²d − b(ac) = a²d + b²d = d.

Hence T' = kN.

```lean
/-- A differentiable planar unit tangent turns towards the normal `i T`, at a rate given by the
signed curvature `T.re * T'.im - T.im * T'.re`. -/
theorem tangent_turns {T : ℝ → ℂ} {T' : ℂ} {s : ℝ} (hT : ∀ u, ‖T u‖ = 1)
    (h : HasDerivAt T T' s) :
    T' = ((T s).re * T'.im - (T s).im * T'.re) • (Complex.I * T s) := by
  -- the squared length is constant, so the derivative is orthogonal to the tangent
  have h1 : HasDerivAt (fun u => ‖T u‖ ^ 2) (2 * ⟪T s, T'⟫_ℝ) s := h.norm_sq
  have h2 : (fun u => ‖T u‖ ^ 2) = fun _ => (1 : ℝ) := by
    funext u
    rw [hT u, one_pow]
  rw [h2] at h1
  have h3 := h1.unique (hasDerivAt_const s (1 : ℝ))
  simp only [Complex.inner, Complex.mul_re, Complex.conj_re, Complex.conj_im] at h3
  have h4 : (T s).re * (T s).re + (T s).im * (T s).im = 1 := by
    rw [← Complex.normSq_apply, Complex.normSq_eq_norm_sq, hT s, one_pow]
  rw [Complex.real_smul]
  apply Complex.ext
  · simp only [Complex.mul_re, Complex.mul_im, Complex.ofReal_re, Complex.ofReal_im,
      Complex.I_re, Complex.I_im]
    linear_combination (-T'.re) * h4 + ((T s).re / 2) * h3
  · simp only [Complex.mul_re, Complex.mul_im, Complex.ofReal_re, Complex.ofReal_im,
      Complex.I_re, Complex.I_im]
    linear_combination (-T'.im) * h4 + ((T s).im / 2) * h3
```

Here `h3` is the orthogonality relation and `h4` the normalisation. The two `linear_combination` steps carry out the calculation for the real and imaginary parts. The unit length is assumed for all `u`, because its constancy is what gets differentiated.

Multiplying T' = kN by i gives the turning of the normal:

N' = iT' = k i² T = −kT.

```lean
/-- If the planar tangent obeys `T' = k N` with normal `N = i T`, then `N' = -k T`. -/
theorem normal_turns {T : ℝ → ℂ} {k s : ℝ}
    (h : HasDerivAt T (k • (Complex.I * T s)) s) :
    HasDerivAt (fun u => Complex.I * T u) (-k • T s) s := by
  refine (h.const_mul Complex.I).congr_deriv ?_
  simp only [Complex.real_smul, Complex.ofReal_neg]
  linear_combination (k * T s) * Complex.I_sq
```

So of the two planar frame equations, the second follows from the first, and the first follows from unit length.

## The planar squared speed

In the plane there is one transverse mode. It has no other mode to rotate into, so B = 0. It is orthogonal to the tangent, because ⟨T, iT⟩ = Re(i|T|²) = 0. The general formula reduces to

|x'|² = (1 − kq)² s'² + q'².

```lean
/-- Planar reaction path: with unit tangent `T`, normal `N = i T` and `T' = k N`, the point
`r(s) + q N(s)` has squared speed `(1 - k q)² s'² + q'²`. -/
theorem planar_squared_speed {r T : ℝ → ℂ} {s q : ℝ → ℝ} {k s' q' t : ℝ}
    (hr : HasDerivAt r (T (s t)) (s t)) (hT : ‖T (s t)‖ = 1)
    (hk : HasDerivAt T (k • (Complex.I * T (s t))) (s t))
    (hs : HasDerivAt s s' t) (hq : HasDerivAt q q' t) :
    ‖deriv (fun τ => r (s τ) + q τ • (Complex.I * T (s τ))) t‖ ^ 2
      = (1 - k * q t) ^ 2 * s' ^ 2 + q' ^ 2 := by
  have hperp : ⟪T (s t), Complex.I * T (s t)⟫_ℝ = 0 := by
    simp only [Complex.inner, Complex.mul_re, Complex.mul_im, Complex.conj_re,
      Complex.conj_im, Complex.I_re, Complex.I_im]
    ring
  -- a single transverse mode, with no mode to couple to
  have h := squared_speed (ι := Unit) (N := fun _ u => Complex.I * T u) (k := fun _ => k)
    (B := fun _ _ => 0) (q := fun _ => q) (q' := fun _ => q') hr
    (fun _ => by simpa using normal_turns hk) hs (fun _ => hq) hT
    ⟨fun _ => by simp [hT], fun i j hij => (hij (Subsingleton.elim i j)).elim⟩
    (fun _ => hperp)
  simpa [pathPoint] using h
```

The one-element type `Unit` labels the single mode. `normal_turns` supplies its frame equation, and `hperp` its orthogonality to the tangent. The theorem takes T' = kN at the current point as the hypothesis `hk`; `tangent_turns` provides it for any differentiable tangent that has unit length everywhere.

## The kinetic term in momenta

In mass-weighted coordinates the planar kinetic energy at velocities v = s' and w = q' is

K(v, w) = ((1 − kq)² v² + w²)/2.

Its Legendre transform is the largest value of p_s v + p_q w − K(v, w) over all v and w, where p_s and p_q are the momenta conjugate to s and q. Write g = 1 − kq and suppose g ≠ 0. Completing the squares gives

p_s²/(2g²) + p_q²/2 − (p_s v + p_q w − K) = ((p_s/g − gv)² + (p_q − w)²)/2.

The right side is never negative. It vanishes exactly when v = p_s/g² and w = p_q, which are the velocities belonging to the given momenta. The kinetic term of the Hamiltonian is therefore

p_s²/(2(1 − kq)²) + p_q²/2.

```lean
/-- Legendre transform of the planar kinetic energy: for `1 - k q ≠ 0`, the function
`p_s² / (2 (1 - k q)²) + p_q² / 2` bounds `p_s v + p_q w` minus the kinetic energy, with equality
exactly at `v = p_s / (1 - k q)²`, `w = p_q`. -/
theorem legendre_kinetic {k q : ℝ} (hg : 1 - k * q ≠ 0) (ps pq v w : ℝ) :
    ps * v + pq * w - ((1 - k * q) ^ 2 * v ^ 2 + w ^ 2) / 2
        ≤ ps ^ 2 / (2 * (1 - k * q) ^ 2) + pq ^ 2 / 2 ∧
      (ps * v + pq * w - ((1 - k * q) ^ 2 * v ^ 2 + w ^ 2) / 2
        = ps ^ 2 / (2 * (1 - k * q) ^ 2) + pq ^ 2 / 2 ↔
          v = ps / (1 - k * q) ^ 2 ∧ w = pq) := by
  generalize 1 - k * q = g at hg ⊢
  -- the gap is a sum of two squares
  have key : ps ^ 2 / (2 * g ^ 2) + pq ^ 2 / 2
      - (ps * v + pq * w - (g ^ 2 * v ^ 2 + w ^ 2) / 2)
      = ((ps / g - g * v) ^ 2 + (pq - w) ^ 2) / 2 := by
    field_simp
    ring
  have ha := sq_nonneg (ps / g - g * v)
  have hb := sq_nonneg (pq - w)
  refine ⟨by linarith, fun h => ?_, fun h => ?_⟩
  · have h1 : ps / g - g * v = 0 := (pow_eq_zero_iff two_ne_zero).1 (by linarith)
    have h2 : pq - w = 0 := (pow_eq_zero_iff two_ne_zero).1 (by linarith)
    have h3 : ps = g * v * g := (div_eq_iff hg).1 (by linarith)
    refine ⟨?_, by linarith⟩
    rw [eq_div_iff (pow_ne_zero 2 hg)]
    linear_combination -h3
  · have h1 : ps / g - g * v = 0 := by
      have h3 : v * g ^ 2 = ps := (eq_div_iff (pow_ne_zero 2 hg)).1 h.1
      rw [sub_eq_zero, div_eq_iff hg]
      linear_combination -h3
    have h2 : pq - w = 0 := by rw [h.2, sub_self]
    rw [h1, h2] at key
    linarith
```

The theorem states the upper bound together with the condition for equality, for arbitrary real momenta and velocities. The identity `key` is the completed square; the rest reads off when both squares vanish. The condition `hg` excludes the centre of curvature, q = 1/k for k ≠ 0, where a change of s does not move the point to first order and p_s no longer determines s'. The squared-speed formula itself remains valid there.

## A circular path

A circle of radius R > 0, followed anticlockwise by arc length, is

r(s) = R exp(is/R).

```lean
/-- For `R ≠ 0`, the circle of radius `|R|` about the origin, followed by arc length `s`:
anticlockwise if `R > 0`, clockwise if `R < 0`. -/
def circlePath (R s : ℝ) : ℂ := R * Complex.exp (((s / R : ℝ) : ℂ) * Complex.I)
```

Its derivative is the tangent

T(s) = i exp(is/R).

```lean
/-- For `R ≠ 0`, the unit tangent of the path `circlePath R` at arc length `s`. -/
def circleTangent (R s : ℝ) : ℂ := Complex.I * Complex.exp (((s / R : ℝ) : ℂ) * Complex.I)
```

This has unit length, and a second differentiation gives

T'(s) = i (i/R) exp(is/R) = (1/R) iT(s),

so the curvature is k = 1/R. The normal iT = −exp(is/R) points to the centre. A point kept at a constant displacement q therefore moves on a circle of radius |R − q|, in agreement with the factor 1 − q/R.

```lean
/-- A circle with `R ≠ 0` meets the conditions on a planar reaction path, with curvature
`1 / R`. -/
theorem planar_path_witness {R : ℝ} (hR : R ≠ 0) (s : ℝ) :
    HasDerivAt (circlePath R) (circleTangent R s) s ∧ ‖circleTangent R s‖ = 1 ∧
      HasDerivAt (circleTangent R) ((1 / R) • (Complex.I * circleTangent R s)) s := by
  have he : HasDerivAt (fun u : ℝ => Complex.exp (((u / R : ℝ) : ℂ) * Complex.I))
      (Complex.exp (((s / R : ℝ) : ℂ) * Complex.I) * (((1 / R : ℝ) : ℂ) * Complex.I)) s :=
    (((hasDerivAt_id s).div_const R).ofReal_comp.mul_const Complex.I).cexp
  have hR1 : (R : ℂ) * ((1 / R : ℝ) : ℂ) = 1 := by
    rw [← Complex.ofReal_mul, mul_one_div_cancel hR, Complex.ofReal_one]
  refine ⟨(he.const_mul (R : ℂ)).congr_deriv ?_, ?_,
    (he.const_mul Complex.I).congr_deriv ?_⟩
  · simp only [circleTangent]
    linear_combination (Complex.exp (((s / R : ℝ) : ℂ) * Complex.I) * Complex.I) * hR1
  · simp only [circleTangent, norm_mul, Complex.norm_I, Complex.norm_exp_ofReal_mul_I, mul_one]
  · simp only [circleTangent, Complex.real_smul]
    ring

end

end ReactionPathKinetic
```

The three parts of the statement are the hypotheses `hr`, `hT` and `hk` of the planar theorem, with `k` equal to `1 / R`. Negative R is allowed as well: the circle then has radius |R| and is followed clockwise, with negative curvature. In the proof, `he` differentiates the exponential once, and both derivatives follow from it.

```lean
#print axioms ReactionPathKinetic.squared_speed
#print axioms ReactionPathKinetic.tangent_turns
#print axioms ReactionPathKinetic.planar_squared_speed
#print axioms ReactionPathKinetic.legendre_kinetic
```

```
'ReactionPathKinetic.squared_speed' depends on axioms: [propext, Classical.choice, Quot.sound]
'ReactionPathKinetic.tangent_turns' depends on axioms: [propext, Classical.choice, Quot.sound]
'ReactionPathKinetic.planar_squared_speed' depends on axioms: [propext, Classical.choice, Quot.sound]
'ReactionPathKinetic.legendre_kinetic' depends on axioms: [propext, Classical.choice, Quot.sound]
```
